# Symmetric secant updates from one free direction, with DFP, SR1 and BFGS as special choices

Let B be a real n×n matrix that serves as a model of the Hessian of an energy. A step s changes the coordinates, and y is the resulting change of the gradient, new minus old. All vectors are columns, so aᵀb is a number and a bᵀ is a matrix with entries aᵢbⱼ. An updated Hessian B₊ satisfies the secant equation if

B₊ s = y,

that is, if it reproduces the gradient change just observed.

In Lean the coordinates are labelled by a finite type `n`, a vector is a function `n → ℝ`, and a matrix is a `Matrix n n ℝ`. The scalar product aᵀb is `a ⬝ᵥ b`, the product Bs is `B *ᵥ s`, the row vector sᵀB is `s ᵥ* B`, and the outer product a bᵀ is `vecMulVec a b`.

```lean
import Mathlib

open Matrix

namespace SymmetricSecantFamily

noncomputable section

variable {n : Type*} [Fintype n]
```

The part of y that the old model misses is the secant residual

r = y − Bs.

```lean
/-- The secant residual `r = y - B s`: the part of the gradient change `y` along the step `s`
that the model Hessian `B` does not predict. -/
def secantResidual (B : Matrix n n ℝ) (s y : n → ℝ) : n → ℝ := y - B *ᵥ s
```

Now choose a direction c that is not orthogonal to the step, so that cᵀs ≠ 0. The update with direction c is

B₊ = B + (r cᵀ + c rᵀ)/(cᵀs) − (rᵀs) c cᵀ/(cᵀs)².

```lean
/-- The update of `B` with direction `c`, `B + (r cᵀ + c rᵀ)/(cᵀs) - (rᵀs) c cᵀ/(cᵀs)²`, for `cᵀs ≠
0`. -/
def secantUpdate (B : Matrix n n ℝ) (s y c : n → ℝ) : Matrix n n ℝ :=
  B + (c ⬝ᵥ s)⁻¹ • (vecMulVec (secantResidual B s y) c + vecMulVec c (secantResidual B s y))
    - ((secantResidual B s y ⬝ᵥ s) / (c ⬝ᵥ s) ^ 2) • vecMulVec c c
```

Two of the matrices to be compared with it have their own definitions. The first is the DFP matrix in product form, where 1 is the identity matrix and ρ stands for 1/(yᵀs):

(1 − ρ y sᵀ) B (1 − ρ s yᵀ) + ρ y yᵀ.

```lean
/-- The DFP matrix `(1 - ρ y sᵀ) B (1 - ρ s yᵀ) + ρ y yᵀ` with parameter `ρ`. -/
def dfp [DecidableEq n] (B : Matrix n n ℝ) (s y : n → ℝ) (ρ : ℝ) : Matrix n n ℝ :=
  (1 - ρ • vecMulVec y s) * B * (1 - ρ • vecMulVec s y) + ρ • vecMulVec y y
```

The second is the BFGS matrix, written as two rank-one corrections:

B − B s sᵀB/(sᵀBs) + y yᵀ/(yᵀs).

```lean
/-- The BFGS matrix `B - B s sᵀ B/(sᵀB s) + y yᵀ/(yᵀs)`, for `sᵀB s ≠ 0` and `yᵀs ≠ 0`. -/
def bfgs (B : Matrix n n ℝ) (s y : n → ℝ) : Matrix n n ℝ :=
  B - (s ⬝ᵥ B *ᵥ s)⁻¹ • vecMulVec (B *ᵥ s) (s ᵥ* B) + (y ⬝ᵥ s)⁻¹ • vecMulVec y y
```

In `dfp` the number ρ is a free argument, and the theorem below ties it to the step by ρ (yᵀs) = 1. Lean evaluates 1/0 as 0, so the theorems carry hypotheses that keep every denominator away from zero.

## Symmetry and the secant equation

An outer product acts on a vector through a scalar product:

(a bᵀ) s = (bᵀs) a.

```lean
/-- The outer product `a bᵀ` sends `s` to `(bᵀs) a`. -/
theorem outer_mulVec (a b s : n → ℝ) : vecMulVec a b *ᵥ s = (b ⬝ᵥ s) • a := by
  ext i
  simp only [Matrix.mulVec, dotProduct, Matrix.vecMulVec_apply, Pi.smul_apply, smul_eq_mul,
    Finset.sum_mul]
  exact Finset.sum_congr rfl (fun j _ => by ring)
```

Component i of the left side is the sum over j of aᵢbⱼsⱼ. On the right side the proof takes the factor aᵢ into the sum bᵀs, and then the two sums agree term by term.

The residual along the step compares two curvatures:

rᵀs = yᵀs − (Bs)ᵀs = yᵀs − sᵀBs.

Divided by sᵀs, the first term is the observed mean curvature along the step and the second is the curvature that the model predicts.

```lean
/-- The residual along the step is the difference of the observed and the modelled curvature,
`rᵀs = yᵀs - sᵀB s`. -/
theorem residual_dot (B : Matrix n n ℝ) (s y : n → ℝ) :
    secantResidual B s y ⬝ᵥ s = y ⬝ᵥ s - s ⬝ᵥ B *ᵥ s := by
  rw [secantResidual, sub_dotProduct, dotProduct_comm (B *ᵥ s) s]
```

If B is symmetric, so is B₊, because r cᵀ + c rᵀ and c cᵀ are unchanged by transposition. For the secant equation, apply B₊ to s term by term:

B₊ s = Bs + [(cᵀs) r + (rᵀs) c]/(cᵀs) − (rᵀs)(cᵀs) c/(cᵀs)²

= Bs + r + (rᵀs) c/(cᵀs) − (rᵀs) c/(cᵀs)

= Bs + r = y.

```lean
/-- For symmetric `B` and any direction `c` with `cᵀs ≠ 0`, the updated matrix is symmetric
and maps the step `s` to the gradient change `y`. -/
theorem secantUpdate_symm_and_secant {B : Matrix n n ℝ} (hB : B.IsSymm) (s y c : n → ℝ)
    (hc : c ⬝ᵥ s ≠ 0) :
    (secantUpdate B s y c).IsSymm ∧ secantUpdate B s y c *ᵥ s = y := by
  constructor
  · refine Matrix.IsSymm.ext fun i j => ?_
    have h : B j i = B i j := hB.apply i j
    simp only [secantUpdate, Matrix.sub_apply, Matrix.add_apply, Matrix.smul_apply,
      Matrix.vecMulVec_apply, smul_eq_mul]
    rw [h]
    ring
  · rw [secantUpdate, Matrix.sub_mulVec, Matrix.add_mulVec, Matrix.smul_mulVec,
      Matrix.add_mulVec, Matrix.smul_mulVec, outer_mulVec, outer_mulVec, outer_mulVec]
    ext i
    have hr : secantResidual B s y i = y i - (B *ᵥ s) i := rfl
    simp only [Pi.sub_apply, Pi.add_apply, Pi.smul_apply, smul_eq_mul]
    rw [hr]
    field_simp
    ring
```

The theorem takes a symmetric B (`hB`) and cᵀs ≠ 0 (`hc`), and returns both properties. The first half of the proof compares the entries (i, j) and (j, i). The second applies `outer_mulVec` to the three outer products, after which `field_simp` clears the denominators and `ring` carries out the cancellation above in each component.

## One update for each direction

The formula for B₊ can be derived instead of guessed. Fix c and look for a correction of the form c uᵀ + u cᵀ with an unknown vector u. The secant equation for A = B + c uᵀ + u cᵀ reads

y = Bs + (uᵀs) c + (cᵀs) u,

so

r = (uᵀs) c + (cᵀs) u.

Taking the scalar product with s gives

rᵀs = 2 (uᵀs)(cᵀs).

The first relation turns the middle term of the update into

(r cᵀ + c rᵀ)/(cᵀs) = c uᵀ + u cᵀ + 2 (uᵀs) c cᵀ/(cᵀs),

and the second shows that the last term of the update removes exactly the extra multiple of c cᵀ. Hence A = B₊. Conversely, B₊ has the required form with

u = r/(cᵀs) − (rᵀs) c/(2 (cᵀs)²).

```lean
/-- For `cᵀs ≠ 0`, a matrix has the form `B + c uᵀ + u cᵀ` and maps `s` to `y` exactly when
it is the update of `B` with direction `c`. -/
theorem eq_secantUpdate_iff (A B : Matrix n n ℝ) (s y c : n → ℝ) (hc : c ⬝ᵥ s ≠ 0) :
    ((∃ u, A = B + vecMulVec c u + vecMulVec u c) ∧ A *ᵥ s = y) ↔
      A = secantUpdate B s y c := by
  constructor
  · rintro ⟨⟨u, rfl⟩, h⟩
    -- the secant equation expresses the residual through `c` and `u`
    have hr : secantResidual B s y = (u ⬝ᵥ s) • c + (c ⬝ᵥ s) • u := by
      rw [secantResidual, ← h, Matrix.add_mulVec, Matrix.add_mulVec, outer_mulVec, outer_mulVec]
      abel
    have hrs : secantResidual B s y ⬝ᵥ s = 2 * (u ⬝ᵥ s) * (c ⬝ᵥ s) := by
      rw [hr, add_dotProduct, smul_dotProduct, smul_dotProduct, smul_eq_mul, smul_eq_mul]
      ring
    rw [secantUpdate, hrs, hr]
    ext i j
    simp only [Matrix.sub_apply, Matrix.add_apply, Matrix.smul_apply,
      Matrix.vecMulVec_apply, Pi.add_apply, Pi.smul_apply, smul_eq_mul]
    field_simp
    ring
  · rintro rfl
    refine ⟨⟨(c ⬝ᵥ s)⁻¹ • secantResidual B s y
      - ((secantResidual B s y ⬝ᵥ s) / (2 * (c ⬝ᵥ s) ^ 2)) • c, ?_⟩, ?_⟩
    · ext i j
      simp only [secantUpdate, Matrix.sub_apply, Matrix.add_apply, Matrix.smul_apply,
        Matrix.vecMulVec_apply, Pi.sub_apply, Pi.smul_apply, smul_eq_mul]
      ring
    · rw [secantUpdate, Matrix.sub_mulVec, Matrix.add_mulVec, Matrix.smul_mulVec,
        Matrix.add_mulVec, Matrix.smul_mulVec, outer_mulVec, outer_mulVec, outer_mulVec]
      ext i
      have hr : secantResidual B s y i = y i - (B *ᵥ s) i := rfl
      simp only [Pi.sub_apply, Pi.add_apply, Pi.smul_apply, smul_eq_mul]
      rw [hr]
      field_simp
      ring
```

The statement is an equivalence: for cᵀs ≠ 0, a matrix `A` has this form and maps s to y exactly when it equals `secantUpdate B s y c`. Symmetry of B is not needed here. The uniqueness holds for a fixed c; another direction generally leads to another matrix. In the forward direction of the proof, `hr` and `hrs` are the two relations for r and rᵀs. The backward direction supplies the vector u displayed above and repeats the computation of the secant equation.

With a single coordinate, all quantities are numbers and cᵀs ≠ 0 means that c and s are both nonzero. The update becomes

B₊ = B + 2r/s − r/s = B + r/s = y/s,

which is the finite-difference slope of the gradient. The direction c has dropped out, so the choice of update matters only from two coordinates on.

## The gradient change as direction: DFP

Let B be symmetric, so that sᵀB = (Bs)ᵀ, and put w = Bs, b = sᵀBs and ρ = 1/(yᵀs). Multiplying out the DFP product gives

B − ρ (w yᵀ + y wᵀ) + ρ² b y yᵀ + ρ y yᵀ.

For the update with c = y, insert r = y − w and rᵀs = 1/ρ − b:

B + ρ (2 y yᵀ − w yᵀ − y wᵀ) − (1/ρ − b) ρ² y yᵀ

= B − ρ (w yᵀ + y wᵀ) + ρ y yᵀ + ρ² b y yᵀ.

The two matrices agree.

```lean
/-- For symmetric `B`, the direction `c = y` gives the DFP matrix with `ρ = 1/(yᵀs)`. -/
theorem secantUpdate_eq_dfp [DecidableEq n] {B : Matrix n n ℝ} (hB : B.IsSymm) (s y : n → ℝ)
    (ρ : ℝ) (hρ : ρ * (y ⬝ᵥ s) = 1) : secantUpdate B s y y = dfp B s y ρ := by
  have hv : s ᵥ* B = B *ᵥ s := by rw [← Matrix.mulVec_transpose, hB.eq]
  have hk : y ⬝ᵥ s ≠ 0 := right_ne_zero_of_mul_eq_one hρ
  have hρ' : ρ = (y ⬝ᵥ s)⁻¹ := eq_inv_of_mul_eq_one_left hρ
  -- expand the product form into outer products
  rw [dfp, Matrix.mul_sub, Matrix.mul_one, Matrix.mul_smul, Matrix.mul_vecMulVec,
    ← Matrix.mulVec_mulVec, Matrix.sub_mul, Matrix.one_mul, Matrix.smul_mul,
    Matrix.vecMulVec_mul, Matrix.sub_mulVec, Matrix.one_mulVec, Matrix.smul_mulVec,
    outer_mulVec, hv, secantUpdate, residual_dot, hρ']
  ext i j
  simp only [secantResidual, Matrix.sub_apply, Matrix.add_apply, Matrix.smul_apply,
    Matrix.vecMulVec_apply, Pi.sub_apply, Pi.smul_apply, smul_eq_mul]
  field_simp
  ring
```

The hypothesis `hρ` says ρ (yᵀs) = 1, which also forces yᵀs ≠ 0. The curvature may have either sign. In the proof, `hv` is the relation sᵀB = (Bs)ᵀ, the long rewrite multiplies out the product, and the last lines compare entries.

## The residual as direction: symmetric rank one

With c = r both corrections are multiples of r rᵀ:

2 r rᵀ/(rᵀs) − (rᵀs) r rᵀ/(rᵀs)² = r rᵀ/(rᵀs).

```lean
/-- The direction `c = r` gives the symmetric rank-one update `B + σ r rᵀ` with
`σ = 1/(rᵀs)`. -/
theorem secantUpdate_eq_rankOne (B : Matrix n n ℝ) (s y : n → ℝ) (σ : ℝ)
    (hσ : σ * (secantResidual B s y ⬝ᵥ s) = 1) :
    secantUpdate B s y (secantResidual B s y) =
      B + σ • vecMulVec (secantResidual B s y) (secantResidual B s y) := by
  have hk : secantResidual B s y ⬝ᵥ s ≠ 0 := right_ne_zero_of_mul_eq_one hσ
  rw [secantUpdate, eq_inv_of_mul_eq_one_left hσ]
  ext i j
  simp only [Matrix.sub_apply, Matrix.add_apply, Matrix.smul_apply,
    Matrix.vecMulVec_apply, smul_eq_mul]
  field_simp
  ring
```

This is the symmetric rank-one update, SR1, with σ = 1/(rᵀs). The identity holds for any B, but the result is a symmetric matrix only if B is one. The condition rᵀs ≠ 0 means that observed and modelled curvature along the step differ.

## A mixture of y and Bs as direction: BFGS

Let B be symmetric again, with w = Bs and b = sᵀBs. Take

c = y + t w, with t² b = yᵀs.

Then

cᵀs = t² b + t b = t b (t + 1),

rᵀs = t² b − b = b (t − 1)(t + 1).

The symmetric product in the update is

r cᵀ + c rᵀ = 2 y yᵀ + (t − 1)(y wᵀ + w yᵀ) − 2t w wᵀ,

and the outer product of c with itself is

c cᵀ = y yᵀ + t (y wᵀ + w yᵀ) + t² w wᵀ.

The first is divided by t b (t + 1), and the second is subtracted with the factor

(rᵀs)/(cᵀs)² = (t − 1)/(t² b (t + 1)).

Now collect the coefficients. For y yᵀ:

2/(t b (t + 1)) − (t − 1)/(t² b (t + 1)) = 1/(t² b) = 1/(yᵀs).

For y wᵀ + w yᵀ:

(t − 1)/(t b (t + 1)) − (t − 1)/(t b (t + 1)) = 0.

For w wᵀ:

−2/(b (t + 1)) − (t − 1)/(b (t + 1)) = −1/b.

What remains is B − w wᵀ/b + y yᵀ/(yᵀs), the BFGS matrix.

```lean
/-- For symmetric `B` and either root `t` of `t² sᵀB s = yᵀs`, the direction `c = y + t B s`
gives the BFGS matrix whenever `cᵀs ≠ 0`. -/
theorem secantUpdate_eq_bfgs_of_root {B : Matrix n n ℝ} (hB : B.IsSymm) (s y : n → ℝ) (t : ℝ)
    (ht : t ^ 2 * (s ⬝ᵥ B *ᵥ s) = y ⬝ᵥ s) (hc : (y + t • (B *ᵥ s)) ⬝ᵥ s ≠ 0) :
    secantUpdate B s y (y + t • (B *ᵥ s)) = bfgs B s y := by
  have hv : s ᵥ* B = B *ᵥ s := by rw [← Matrix.mulVec_transpose, hB.eq]
  have hcs : (y + t • (B *ᵥ s)) ⬝ᵥ s = t * (s ⬝ᵥ B *ᵥ s) * (t + 1) := by
    rw [add_dotProduct, smul_dotProduct, dotProduct_comm (B *ᵥ s) s, ← ht, smul_eq_mul]
    ring
  -- `cᵀs ≠ 0` keeps all three factors away from zero
  rw [hcs] at hc
  have h1 : t + 1 ≠ 0 := right_ne_zero_of_mul hc
  have h0 : t ≠ 0 := left_ne_zero_of_mul (left_ne_zero_of_mul hc)
  have hb : s ⬝ᵥ B *ᵥ s ≠ 0 := right_ne_zero_of_mul (left_ne_zero_of_mul hc)
  rw [secantUpdate, bfgs, hcs, residual_dot, hv, ← ht]
  ext i j
  simp only [secantResidual, Matrix.sub_apply, Matrix.add_apply, Matrix.smul_apply,
    Matrix.vecMulVec_apply, Pi.sub_apply, Pi.add_apply, Pi.smul_apply, smul_eq_mul]
  field_simp
  ring
```

Here `ht` is the equation for t and `hc` is cᵀs ≠ 0. Since cᵀs = t b (t + 1), the second hypothesis keeps t, b and t + 1 away from zero; these are `h0`, `hb` and `h1` in the proof. Both signs of t are allowed, except that t = −1 is excluded. The two curvatures must have the same sign, but they need not be positive. After the rewrites for cᵀs and rᵀs, `field_simp` and `ring` do the collection of coefficients entry by entry.

In a minimisation both curvatures are normally positive: the gradient component along the step has increased, and the model curves upwards along it. Then the positive root is

t = √(yᵀs/sᵀBs),

and no separate condition on c is needed, because

cᵀs = yᵀs + t sᵀBs > 0.

```lean
/-- For symmetric `B` and positive curvatures `yᵀs` and `sᵀB s`, the direction
`c = y + √(yᵀs / sᵀB s) B s` gives the BFGS matrix. -/
theorem secantUpdate_eq_bfgs {B : Matrix n n ℝ} (hB : B.IsSymm) (s y : n → ℝ)
    (hy : 0 < y ⬝ᵥ s) (hs : 0 < s ⬝ᵥ B *ᵥ s) :
    secantUpdate B s y (y + √((y ⬝ᵥ s) / (s ⬝ᵥ B *ᵥ s)) • (B *ᵥ s)) = bfgs B s y := by
  apply secantUpdate_eq_bfgs_of_root hB
  · rw [Real.sq_sqrt (div_pos hy hs).le, div_mul_cancel₀ _ hs.ne']
  · rw [add_dotProduct, smul_dotProduct, dotProduct_comm (B *ᵥ s) s, smul_eq_mul]
    exact (add_pos_of_pos_of_nonneg hy (mul_nonneg (Real.sqrt_nonneg _) hs.le)).ne'

end

end SymmetricSecantFamily
```

The proof applies the previous theorem. Its first bullet checks t² b = yᵀs by squaring the root, and its second checks that cᵀs is positive.

## Updating the Hessian in a geometry optimisation

In a quasi-Newton geometry optimisation, s is the displacement of the nuclei and y is the change of the energy gradient between two electronic structure calculations; the theorems cover the algebra of one such update, in exact real arithmetic. They say nothing about convergence or about whether B₊ is positive definite.

A program can implement the whole family in one routine. It forms w = Bs and r = y − w, selects c, evaluates cᵀs and rᵀs, and adds the outer products to B. For a dense matrix the work grows as the square of the number of coordinates. Switching between DFP, SR1 and BFGS then changes only the part that sets c:

DFP: c = y

SR1: c = r

BFGS: c = y + √(yᵀs/sᵀBs) w

In floating-point arithmetic a test for cᵀs ≠ 0 is too weak, since a very small denominator amplifies rounding errors and noise in the gradients. One possible safeguard is to compare |cᵀs| with a small multiple of the product of the lengths of c and s, and to skip the update unless |cᵀs| is strictly larger. This also skips the case c = 0, which occurs for SR1 when the model already predicts y exactly. For BFGS, setting c includes a check, before the square root is taken, that both curvatures are positive. When the update has been carried out, two inexpensive checks on the output are that B₊ s agrees with y and, for symmetric B, that B₊ agrees with its transpose, each up to rounding errors.

```lean
#print axioms SymmetricSecantFamily.eq_secantUpdate_iff
#print axioms SymmetricSecantFamily.secantUpdate_eq_dfp
#print axioms SymmetricSecantFamily.secantUpdate_eq_rankOne
#print axioms SymmetricSecantFamily.secantUpdate_eq_bfgs
```

```
'SymmetricSecantFamily.eq_secantUpdate_iff' depends on axioms: [propext, Classical.choice, Quot.sound]
'SymmetricSecantFamily.secantUpdate_eq_dfp' depends on axioms: [propext, Classical.choice, Quot.sound]
'SymmetricSecantFamily.secantUpdate_eq_rankOne' depends on axioms: [propext, Classical.choice, Quot.sound]
'SymmetricSecantFamily.secantUpdate_eq_bfgs' depends on axioms: [propext, Classical.choice, Quot.sound]
```
